# The Bijl–Feynman gap bound for finite Hermitian matrices

## The first excited energy as a lower bound

The number $E_1$ can enter as an eigenvalue of $H$ or as a bound on mean energies. Here it is a bound: every state $\varphi$ orthogonal to the eigenstate $\psi$ satisfies

$$\langle\varphi,H\varphi\rangle\ \ge\ E_1\|\varphi\|^2 .$$

If $\psi$ is a ground state and the dimension is at least two, the largest such $E_1$ is the next energy level, counted with multiplicity. No spectral decomposition is needed to use the condition.

With $E_0$ the energy of $\psi$, the result bounds the gap $E_1-E_0$ from above by expectation values in $\psi$ alone. In variational and diffusion Monte Carlo, this suggests seeking an upper bound on a gap from ground-state sampling; the guarantee here is for a finite matrix $H$ and an exact eigenstate, not for an approximate trial function.

## The bound and its Lean form

Let $H$ be Hermitian with $H\psi=E_0\psi$, and let $\rho$ be a matrix with $\langle\psi,\rho\psi\rangle=0$. Write $a=\|\rho\psi\|^2$ and $b=\|\rho^\dagger\psi\|^2$. If $a+b>0$, then

$$E_1-E_0\ \le\ \frac{\langle\psi,[\rho^\dagger,[H,\rho]]\psi\rangle}{a+b}.$$

For Hermitian $\rho$ the denominator is $2S$ with $S=\|\rho\psi\|^2$. Allowing non-Hermitian $\rho$ covers operators such as Fourier components of a density.

States are functions `n → ℂ` on a finite index type. `expect A x` is $\langle x,Ax\rangle$, `sqNorm` is the squared norm, `doubleComm H ρ` is $[\rho^\dagger,[H,\rho]]$, and `ExcitedAbove H ψ E1` is the condition on $E_1$. The bounds take real parts of expectation values, which loses nothing: $H$ is Hermitian, and the double commutator, though not always Hermitian itself, has a real expectation value in the eigenstate $\psi$ by the formula for $D$ below.

The vector $\psi$ need not be normalised: rescaling it multiplies numerator and denominator by the same factor. For $\|\psi\|=1$ they are the usual expectation values. Nor does $E_0$ have to be the lowest energy; if it is not, however, $E_1-E_0$ is negative and the bound says nothing about the next level above $E_0$.

For liquid helium, the Bijl–Feynman formula gives a variational upper bound on the lowest excitation energy at each wavevector, with the double commutator evaluated from the kinetic energy. The theorem leaves the commutator unevaluated and bounds the gap over the whole orthogonal complement, without resolving momentum.

## Two trial states from one commutator

Expanding the commutator gives

$$[\rho^\dagger,[H,\rho]]=\rho^\dagger H\rho-\rho^\dagger\rho H-H\rho\rho^\dagger+\rho H\rho^\dagger .$$

In the expectation value, $H$ acts on $\psi$ to the right in the second term and to the left in the third. Moving $\rho$ and $\rho^\dagger$ across the bracket yields

$$D=\big(\langle\rho\psi,H\rho\psi\rangle-E_0a\big)+\big(\langle\rho^\dagger\psi,H\rho^\dagger\psi\rangle-E_0b\big),$$

where $D=\langle\psi,[\rho^\dagger,[H,\rho]]\psi\rangle$. Both trial states are orthogonal to $\psi$, since $\langle\psi,\rho^\dagger\psi\rangle=\overline{\langle\psi,\rho\psi\rangle}=0$. The condition on $E_1$ therefore gives $D\ge(E_1-E_0)(a+b)$, and division by $a+b$ finishes the argument.

## When the bound is attained

Equality forces $\langle\varphi,H\varphi\rangle=E_1\|\varphi\|^2$ for both $\varphi=\rho\psi$ and $\varphi=\rho^\dagger\psi$, one of which may be zero. Let $\varphi$ be either vector, and set $A=H-E_1$ and $r=A\varphi$. Then $\langle\psi,r\rangle=(E_0-E_1)\langle\psi,\varphi\rangle=0$, so $\varphi+tr$ is admissible for every real $t$. With $R=\|r\|^2$ and $q=\langle r,Ar\rangle\ge0$,

$$0\le\langle\varphi+tr,A(\varphi+tr)\rangle=2tR+t^2q .$$

Choose $t=-s$ with $s=R/(q+1)$. Since $sq=R-s$, the right side is $-sR-s^2$, so $s=0$ and $R=0$. Hence $H\varphi=E_1\varphi$. Conversely, if $H$ multiplies both trial states by $E_1$, then $D=(E_1-E_0)(a+b)$.

## The Lean file

```lean
import Mathlib

open Matrix

namespace BijlFeynman

noncomputable section

variable {n : Type*} [Fintype n]

/-- The expectation value `⟨x, A x⟩`, without normalisation of `x`. -/
def expect (A : Matrix n n ℂ) (x : n → ℂ) : ℂ := star x ⬝ᵥ (A *ᵥ x)

/-- The squared norm of a state vector. -/
def sqNorm (x : n → ℂ) : ℝ := ∑ i, ‖x i‖ ^ 2

/-- The double commutator `[ρ†, [H, ρ]]`. -/
def doubleComm (H ρ : Matrix n n ℂ) : Matrix n n ℂ :=
  ρᴴ * (H * ρ - ρ * H) - (H * ρ - ρ * H) * ρᴴ

/-- Every state orthogonal to `ψ` has mean energy at least `E1`. -/
def ExcitedAbove (H : Matrix n n ℂ) (ψ : n → ℂ) (E1 : ℝ) : Prop :=
  ∀ φ : n → ℂ, star ψ ⬝ᵥ φ = 0 → E1 * sqNorm φ ≤ (expect H φ).re

/-- The bracket of a state with itself is its squared norm. -/
theorem braket_self (x : n → ℂ) : star x ⬝ᵥ x = (sqNorm x : ℂ) := by
  simp only [sqNorm, dotProduct, Pi.star_apply]
  push_cast
  exact Finset.sum_congr rfl fun i _ => Complex.conj_mul' (x i)

/-- An operator moves across the bracket as its adjoint. -/
theorem braket_adjoint (A : Matrix n n ℂ) (x y : n → ℂ) :
    star (A *ᵥ x) ⬝ᵥ y = star x ⬝ᵥ (Aᴴ *ᵥ y) := by
  rw [Matrix.star_mulVec, Matrix.dotProduct_mulVec]

/-- A Hermitian Hamiltonian acts on the bra of an eigenstate by its energy. -/
theorem bra_eigen {H : Matrix n n ℂ} {ψ : n → ℂ} {E0 : ℝ} (hH : H.IsHermitian)
    (hψ : H *ᵥ ψ = (E0 : ℂ) • ψ) (z : n → ℂ) :
    star ψ ⬝ᵥ (H *ᵥ z) = (E0 : ℂ) * (star ψ ⬝ᵥ z) := by
  have h := braket_adjoint H ψ z
  rw [hH.eq, hψ] at h
  rw [← h, star_smul, smul_dotProduct, smul_eq_mul]
  congr 1
  exact Complex.conj_ofReal E0

/-- In an eigenstate `ψ`, the double commutator measures the energies of `ρψ` and `ρ†ψ`
relative to `E0`, each weighted by the squared norm of the state. -/
theorem expect_doubleComm {H : Matrix n n ℂ} {ψ : n → ℂ} {E0 : ℝ} (hH : H.IsHermitian)
    (hψ : H *ᵥ ψ = (E0 : ℂ) • ψ) (ρ : Matrix n n ℂ) :
    expect (doubleComm H ρ) ψ =
      (expect H (ρ *ᵥ ψ) - (E0 : ℂ) * (sqNorm (ρ *ᵥ ψ) : ℂ)) +
      (expect H (ρᴴ *ᵥ ψ) - (E0 : ℂ) * (sqNorm (ρᴴ *ᵥ ψ) : ℂ)) := by
  -- the four terms of the double commutator acting on the eigenstate
  have key : doubleComm H ρ *ᵥ ψ = ρᴴ *ᵥ (H *ᵥ (ρ *ᵥ ψ)) - ρᴴ *ᵥ (ρ *ᵥ (H *ᵥ ψ))
      - H *ᵥ (ρ *ᵥ (ρᴴ *ᵥ ψ)) + ρ *ᵥ (H *ᵥ (ρᴴ *ᵥ ψ)) := by
    simp only [doubleComm, Matrix.sub_mulVec, ← Matrix.mulVec_mulVec, Matrix.mulVec_sub]
    abel
  have h1 : ∀ z, star ψ ⬝ᵥ (ρᴴ *ᵥ z) = star (ρ *ᵥ ψ) ⬝ᵥ z :=
    fun z => (braket_adjoint ρ ψ z).symm
  have h3 : ∀ z, star ψ ⬝ᵥ (ρ *ᵥ z) = star (ρᴴ *ᵥ ψ) ⬝ᵥ z := fun z => by
    rw [braket_adjoint, Matrix.conjTranspose_conjTranspose]
  rw [expect, key, hψ, Matrix.mulVec_smul, Matrix.mulVec_smul, dotProduct_add,
    dotProduct_sub, dotProduct_sub, dotProduct_smul, h1, h1, bra_eigen hH hψ, h3, h3,
    braket_self, braket_self, smul_eq_mul]
  unfold expect
  ring

/-- If `ρ` has zero mean in `ψ`, then `ρ†ψ` is orthogonal to `ψ`. -/
theorem adjoint_orthogonal {ρ : Matrix n n ℂ} {ψ : n → ℂ} (h0 : expect ρ ψ = 0) :
    star ψ ⬝ᵥ (ρᴴ *ᵥ ψ) = 0 := by
  have hc : star (ρ *ᵥ ψ) ⬝ᵥ ψ = star (star ψ ⬝ᵥ (ρ *ᵥ ψ)) := by
    simp only [dotProduct, Pi.star_apply, star_sum, star_mul, star_star]
  have h0' : star ψ ⬝ᵥ (ρ *ᵥ ψ) = 0 := h0
  rw [← braket_adjoint, hc, h0', star_zero]

/-- Bijl-Feynman bound for a general excitation operator `ρ`: the gap is at most the double
commutator expectation divided by the summed squared norms of `ρψ` and `ρ†ψ`. -/
theorem bijl_feynman_general {H ρ : Matrix n n ℂ} {ψ : n → ℂ} {E0 E1 : ℝ}
    (hH : H.IsHermitian) (hψ : H *ᵥ ψ = (E0 : ℂ) • ψ) (hgap : ExcitedAbove H ψ E1)
    (h0 : expect ρ ψ = 0) (hS : 0 < sqNorm (ρ *ᵥ ψ) + sqNorm (ρᴴ *ᵥ ψ)) :
    E1 - E0 ≤ (expect (doubleComm H ρ) ψ).re / (sqNorm (ρ *ᵥ ψ) + sqNorm (ρᴴ *ᵥ ψ)) := by
  have hD := congrArg Complex.re (expect_doubleComm hH hψ ρ)
  simp only [Complex.add_re, Complex.sub_re, Complex.re_ofReal_mul, Complex.ofReal_re] at hD
  -- both trial states are orthogonal to the eigenstate
  have ha := hgap _ h0
  have hb := hgap _ (adjoint_orthogonal h0)
  rw [le_div_iff₀ hS, hD]
  linarith

/-- Bijl-Feynman bound for Hermitian `ρ`: the gap is at most `⟨ψ, [ρ, [H, ρ]] ψ⟩ / (2S)`
with `S = ‖ρψ‖²`. -/
theorem bijl_feynman {H ρ : Matrix n n ℂ} {ψ : n → ℂ} {E0 E1 : ℝ}
    (hH : H.IsHermitian) (hρ : ρ.IsHermitian) (hψ : H *ᵥ ψ = (E0 : ℂ) • ψ)
    (hgap : ExcitedAbove H ψ E1) (h0 : expect ρ ψ = 0) (hS : 0 < sqNorm (ρ *ᵥ ψ)) :
    E1 - E0 ≤ (expect (ρ * (H * ρ - ρ * H) - (H * ρ - ρ * H) * ρ) ψ).re
      / (2 * sqNorm (ρ *ᵥ ψ)) := by
  have h := bijl_feynman_general (ρ := ρ) hH hψ hgap h0 (by rw [hρ.eq]; linarith)
  rw [doubleComm, hρ.eq, ← two_mul] at h
  exact h

/-- A state orthogonal to `ψ` whose mean energy equals the lower bound `E1` is an eigenstate
with energy `E1`. -/
theorem eigen_of_saturated {H : Matrix n n ℂ} {ψ φ : n → ℂ} {E0 E1 : ℝ}
    (hH : H.IsHermitian) (hψ : H *ᵥ ψ = (E0 : ℂ) • ψ) (hgap : ExcitedAbove H ψ E1)
    (hφ : star ψ ⬝ᵥ φ = 0) (hsat : (expect H φ).re = E1 * sqNorm φ) :
    H *ᵥ φ = (E1 : ℂ) • φ := by
  classical
  obtain ⟨A, hA⟩ : ∃ A : Matrix n n ℂ, A = H - (E1 : ℂ) • (1 : Matrix n n ℂ) := ⟨_, rfl⟩
  have hAv : ∀ x, A *ᵥ x = H *ᵥ x - (E1 : ℂ) • x := fun x => by
    rw [hA, Matrix.sub_mulVec, Matrix.smul_mulVec, Matrix.one_mulVec]
  have hAH : Aᴴ = A := by
    rw [hA, Matrix.conjTranspose_sub, Matrix.conjTranspose_smul, Matrix.conjTranspose_one, hH.eq]
    congr 2
    exact Complex.conj_ofReal E1
  have hAe : ∀ x, (expect A x).re = (expect H x).re - E1 * sqNorm x := fun x => by
    rw [expect, hAv, dotProduct_sub, dotProduct_smul, braket_self, smul_eq_mul,
      Complex.sub_re, Complex.re_ofReal_mul, Complex.ofReal_re, expect]
  -- the residual r is again orthogonal to ψ
  obtain ⟨r, hr⟩ : ∃ r, r = A *ᵥ φ := ⟨_, rfl⟩
  have hrψ : star ψ ⬝ᵥ r = 0 := by
    rw [hr, hAv, dotProduct_sub, dotProduct_smul, bra_eigen hH hψ, hφ]
    simp
  have hcross : star φ ⬝ᵥ (A *ᵥ r) = (sqNorm r : ℂ) := by
    have h := braket_adjoint A φ r
    rw [hAH, ← hr, braket_self] at h
    exact h.symm
  have hq : 0 ≤ (expect A r).re := by
    rw [hAe]; linarith [hgap r hrψ]
  have hR : 0 ≤ sqNorm r := Finset.sum_nonneg fun i _ => by positivity
  -- energy of the state perturbed along the residual
  have hpert : ∀ t : ℝ, 0 ≤ 2 * t * sqNorm r + t ^ 2 * (expect A r).re := fun t => by
    have hexp : expect A (φ + (t : ℂ) • r) =
        expect A φ + ((2 * t * sqNorm r : ℝ) : ℂ) + ((t ^ 2 : ℝ) : ℂ) * expect A r := by
      have hst : star ((t : ℂ) • r) = (t : ℂ) • star r := by
        rw [star_smul]
        congr 1
        exact Complex.conj_ofReal t
      simp only [expect, Matrix.mulVec_add, Matrix.mulVec_smul, star_add, hst,
        add_dotProduct, dotProduct_add, smul_dotProduct, dotProduct_smul, smul_eq_mul, hcross]
      rw [← hr, braket_self]
      push_cast
      ring
    have h := congrArg Complex.re hexp
    rw [Complex.add_re, Complex.add_re, Complex.re_ofReal_mul, Complex.ofReal_re,
      hAe φ, hsat, hAe (φ + (t : ℂ) • r)] at h
    have hg := hgap (φ + (t : ℂ) • r) (by
      rw [dotProduct_add, dotProduct_smul, hφ, hrψ]; simp)
    linarith
  have hR0 : sqNorm r = 0 := by
    have hpos : 0 < (expect A r).re + 1 := by linarith
    obtain ⟨s, hs⟩ : ∃ s, s = sqNorm r / ((expect A r).re + 1) := ⟨_, rfl⟩
    have hs0 : 0 ≤ s := by rw [hs]; positivity
    have hsR : s * ((expect A r).re + 1) = sqNorm r := by
      rw [hs]; exact div_mul_cancel₀ _ hpos.ne'
    have h := hpert (-s)
    have hsq : s ^ 2 * (expect A r).re = s * sqNorm r - s ^ 2 := by
      rw [← hsR]; ring
    have hz : s ^ 2 = 0 := by nlinarith [mul_nonneg hs0 hR, sq_nonneg s]
    rw [← hsR, pow_eq_zero_iff (two_ne_zero) |>.mp hz, zero_mul]
  have hr0 : r = 0 := by
    funext i
    have h := (Finset.sum_eq_zero_iff_of_nonneg
      (fun i _ => by positivity : ∀ i ∈ Finset.univ, 0 ≤ ‖r i‖ ^ 2)).mp hR0 i
      (Finset.mem_univ i)
    simpa using h
  rw [hr, hAv] at hr0
  exact sub_eq_zero.mp hr0

/-- The general bound is an equality exactly when `H` acts on both `ρψ` and `ρ†ψ` as
multiplication by `E1`. -/
theorem bijl_feynman_eq_iff {H ρ : Matrix n n ℂ} {ψ : n → ℂ} {E0 E1 : ℝ}
    (hH : H.IsHermitian) (hψ : H *ᵥ ψ = (E0 : ℂ) • ψ) (hgap : ExcitedAbove H ψ E1)
    (h0 : expect ρ ψ = 0) (hS : 0 < sqNorm (ρ *ᵥ ψ) + sqNorm (ρᴴ *ᵥ ψ)) :
    E1 - E0 = (expect (doubleComm H ρ) ψ).re / (sqNorm (ρ *ᵥ ψ) + sqNorm (ρᴴ *ᵥ ψ)) ↔
      H *ᵥ (ρ *ᵥ ψ) = (E1 : ℂ) • (ρ *ᵥ ψ) ∧ H *ᵥ (ρᴴ *ᵥ ψ) = (E1 : ℂ) • (ρᴴ *ᵥ ψ) := by
  have hD := congrArg Complex.re (expect_doubleComm hH hψ ρ)
  simp only [Complex.add_re, Complex.sub_re, Complex.re_ofReal_mul, Complex.ofReal_re] at hD
  have ha := hgap _ h0
  have hb := hgap _ (adjoint_orthogonal h0)
  rw [eq_div_iff hS.ne', hD]
  constructor
  · intro h
    exact ⟨eigen_of_saturated hH hψ hgap h0 (by linarith),
      eigen_of_saturated hH hψ hgap (adjoint_orthogonal h0) (by linarith)⟩
  · rintro ⟨h1, h2⟩
    have he : ∀ x, H *ᵥ x = (E1 : ℂ) • x → (expect H x).re = E1 * sqNorm x := fun x hx => by
      rw [expect, hx, dotProduct_smul, braket_self, smul_eq_mul, Complex.re_ofReal_mul,
        Complex.ofReal_re]
    rw [he _ h1, he _ h2]
    ring

/-- A two-level system with energies `0` and `Δ`, its state of energy `0` and the flip operator
meet all hypotheses of the Hermitian bound. -/
theorem bijl_feynman_witness (Δ : ℝ) :
    (!![0, 0; 0, (Δ : ℂ)]).IsHermitian ∧ (!![0, 1; 1, (0 : ℂ)]).IsHermitian ∧
    !![0, 0; 0, (Δ : ℂ)] *ᵥ ![1, 0] = ((0 : ℝ) : ℂ) • ![1, 0] ∧
    ExcitedAbove !![0, 0; 0, (Δ : ℂ)] ![1, 0] Δ ∧
    expect !![0, 1; 1, (0 : ℂ)] ![1, 0] = 0 ∧
    0 < sqNorm (!![0, 1; 1, (0 : ℂ)] *ᵥ ![1, 0]) := by
  refine ⟨?_, ?_, ?_, ?_, ?_, ?_⟩
  · unfold Matrix.IsHermitian
    ext i j
    fin_cases i <;> fin_cases j <;> simp [Matrix.conjTranspose_apply]
  · unfold Matrix.IsHermitian
    ext i j
    fin_cases i <;> fin_cases j <;> simp [Matrix.conjTranspose_apply]
  · ext i
    fin_cases i <;> simp [Matrix.mulVec, dotProduct, Fin.sum_univ_two]
  · intro φ h
    have h0 : φ 0 = 0 := by simpa [dotProduct, Fin.sum_univ_two] using h
    apply le_of_eq
    simp [expect, sqNorm, Matrix.mulVec, dotProduct, Fin.sum_univ_two, h0,
      ← Complex.normSq_eq_norm_sq, Complex.normSq_apply]
    ring
  · simp [expect, Matrix.mulVec, dotProduct, Fin.sum_univ_two]
  · simp [sqNorm, Matrix.mulVec, dotProduct, Fin.sum_univ_two]

end

end BijlFeynman
```

```lean
#print axioms BijlFeynman.bijl_feynman
#print axioms BijlFeynman.bijl_feynman_eq_iff
```

```
'BijlFeynman.bijl_feynman' depends on axioms: [propext, Classical.choice, Quot.sound]
'BijlFeynman.bijl_feynman_eq_iff' depends on axioms: [propext, Classical.choice, Quot.sound]
```

## How the proof follows the algebra

`expect_doubleComm` is the formula for $D$: its `key` step is the four-term expansion, and `bra_eigen` lets $H$ act to the left. `adjoint_orthogonal` supplies the second orthogonality. In `bijl_feynman_general`, `le_div_iff₀` clears the positive denominator and `linarith` adds the two gap inequalities. `bijl_feynman` specialises to $\rho^\dagger=\rho$.

`eigen_of_saturated` carries out the perturbation argument: `hpert` is the inequality in $t$, and `hR0` makes the choice of $s$. `bijl_feynman_eq_iff` applies it to both trial states. `bijl_feynman_witness` checks the hypotheses of the Hermitian bound for a two-level system with a flip operator.

## Moving an operator across the bracket

The proof turns on `braket_adjoint`, which states $\langle Ax,y\rangle=\langle x,A^\dagger y\rangle$. Mathlib's `Matrix.star_mulVec` turns the conjugate of $Ax$ into the row vector $x^\dagger A^\dagger$. Then `Matrix.dotProduct_mulVec` regroups $x^\dagger(A^\dagger y)$ as $(x^\dagger A^\dagger)y$, and the two sides coincide. This works directly with plain functions and matrices, without an inner-product-space structure on the states.
